# Transport along a unit-vector curve preserves scalar products of tangent vectors

## Polarised light in a bent fibre

Linearly polarised light travels through a gently bent optical fibre. Let \(n(t)\) be the unit vector along the fibre at position \(t\), and \(X(t)\) the polarisation direction, which is transverse to \(n\). When the fibre turns towards or away from \(X\), \(X\) must turn too if it is to remain transverse. In an idealised fibre without birefringence or twist, nothing rotates \(X\) about the axis, so it changes only along \(n\):

\[
X' = -(n'\cdot X)\,n .
\]

Send in a second polarisation \(Y\), governed by the same law. Do both stay transverse, and does the angle between them survive the bends?

The same law can be applied to quantum states. If \(n(t)\) is a differentiable one-parameter family of real, normalised state vectors, vectors that obey the law and start as an orthonormal set orthogonal to \(n(0)\) form an orthonormal set orthogonal to \(n(t)\) at every \(t\). This is parallel transport on the unit sphere of a real inner product space.

## Two conserved scalar products

Let \(n\) be differentiable with \(|n(t)|=1\) for all \(t\), and let \(X\) and \(Y\) obey the transport law. From here on the parameter \(t\) is called time, although in the fibre it measures position. The component of \(X\) along \(n\) changes at the rate

\[
(n\cdot X)' = n'\cdot X + n\cdot X' = n'\cdot X-(n'\cdot X)\,|n|^2 = 0 .
\]

It is therefore constant for any initial vector. If \(X(0)\) and \(Y(0)\) are orthogonal to \(n(0)\), then \(n\cdot X=n\cdot Y=0\) at all times. We call such vectors tangent, since they are tangent to the unit sphere at \(n\). For them

\[
(X\cdot Y)' = X'\cdot Y+X\cdot Y' = -(n'\cdot X)(n\cdot Y)-(n'\cdot Y)(n\cdot X)=0 ,
\]

so \(X\cdot Y\) keeps its initial value. With \(Y=X\) this says that lengths are constant. Applied to every pair in a set of vectors, it says that an orthonormal tangent set stays orthonormal.

## Uniqueness and the origin of the law

Suppose that two solutions agree at \(t=0\). The law is linear, so their difference \(D=X-Y\) obeys it as well. Since \(D(0)=0\) is orthogonal to \(n(0)\), the length of \(D\) is constant and equal to zero. Hence \(X=Y\) at all times, even if the common initial vector is not tangent.

The coefficient in the law is forced by the geometry. If \(X\) stays tangent and \(X'=c\,n\) for some function \(c(t)\), then differentiating \(n\cdot X=0\) gives \(n'\cdot X+c=0\), so \(c=-(n'\cdot X)\).

## One turn of a helix

For a helical fibre, \(n\) moves on a circle of fixed colatitude \(\theta\), the angle between the fibre and the helix axis. A change of parameter multiplies both sides of the law by the same factor, so the longitude on this circle can replace the position along the fibre. With longitude \(t\) as parameter, define the normal, south and east directions

\[
\begin{aligned}
n&=(\sin\theta\cos t,\ \sin\theta\sin t,\ \cos\theta),\\
s&=(\cos\theta\cos t,\ \cos\theta\sin t,\ -\sin\theta),\\
e&=(-\sin t,\ \cos t,\ 0).
\end{aligned}
\]

They are orthonormal, and

\[
n'=\sin\theta\,e,\qquad s'=\cos\theta\,e,\qquad e'=-(\sin\theta\,n+\cos\theta\,s).
\]

Put \(\alpha=\cos\theta\) and try \(V=\cos(\alpha t)\,s-\sin(\alpha t)\,e\). Then

\[
\begin{aligned}
V'&=-\alpha\sin(\alpha t)\,s+\alpha\cos(\alpha t)\,e-\alpha\cos(\alpha t)\,e+\sin(\alpha t)(\sin\theta\,n+\alpha s)\\
&=\sin\theta\sin(\alpha t)\,n .
\end{aligned}
\]

Since \(n'\cdot V=-\sin\theta\sin(\alpha t)\), this is the transport law. By uniqueness, \(V\) is the only solution with \(V(0)=s(0)\). After one circuit \(s\) and \(e\) have returned to their initial values, and

\[
V(2\pi)=\cos(2\pi\cos\theta)\,s(0)-\sin(2\pi\cos\theta)\,e(0).
\]

At \(\theta=60^\circ\) the angle is \(\pi\), and the vector comes back reversed; since \(V\) and \(-V\) lie on the same line, the direction of linear polarisation is then unchanged. At \(\cos\theta=1/4\) the angle is \(\pi/2\) and \(V(2\pi)=-e(0)\), so the polarisation comes back perpendicular to its initial direction. Scalar products between transported tangent vectors are preserved, but a vector need not return to itself when \(n\) does.

## A vector that starts along n

Without initial tangency, constancy of \(X\cdot Y\) can fail. On the equator, \(\theta=\pi/2\), we have \(n'=e\) and \(e'=-n\). Take \(X=n-t\,e\). Then \(X'=e-e+t\,n=t\,n\) and \(n'\cdot X=-t\), so the law holds. The component \(n\cdot X=1\) is conserved, as it must be, but \(|X|^2=1+t^2\) grows. With \(Y=X\), this is a scalar product that is not constant. Such an \(X\) is not transverse, so it does not describe a polarisation in the fibre.

## The statement in Lean

The space `E` is any real inner product space. This includes \(\mathbb R^d\) for every \(d\), and infinite-dimensional spaces as well. `Transported n X` is the differential equation: at every real `t`, `X` has the derivative \(-(n'\cdot X)\,n\), with `deriv n t` for \(n'\), `inner ℝ` for the scalar product and `•` for multiplication by a number. Differentiability of `X` is thus part of the definition, while that of `n` is the hypothesis `hn`, and `hu` says that `n` has unit norm.

The main theorem, `transport_preserves_inner`, takes two transported vectors with `hX0` and `hY0`, their orthogonality to `n` at time zero. It concludes that both remain orthogonal to `n` and that their scalar product equals its initial value, at all times before and after zero.

For a general `n` the solutions are given, and their existence is not derived; on the circle of latitude an explicit one is constructed. The vectors are real, so complex Bloch states and their phases are not covered. That light in a fibre follows the law is a physical assumption. In the latitude example, `e 0`, `e 1` and `e 2` are three orthonormal axes in `E`, `normal`, `south` and `east` are \(n\), \(s\) and \(e\), and `latitudeVector` is \(V\).

```lean
import Mathlib

open Real

namespace TangentVectorTransport

noncomputable section

variable {E : Type*} [NormedAddCommGroup E] [InnerProductSpace ℝ E]

/-- The transport law `X' = -(n' · X) n` for a vector `X` carried along the curve `n`. -/
def Transported (n X : ℝ → E) : Prop :=
  ∀ t, HasDerivAt X (-(inner ℝ (deriv n t) (X t)) • n t) t

/-- The component of a transported vector along the unit vector `n` is conserved. -/
theorem normal_component_constant {n X : ℝ → E} (hn : Differentiable ℝ n)
    (hu : ∀ t, ‖n t‖ = 1) (hX : Transported n X) (t : ℝ) :
    inner ℝ (n t) (X t) = inner ℝ (n 0) (X 0) := by
  have h : ∀ s, HasDerivAt (fun r => inner ℝ (n r) (X r)) 0 s := fun s => by
    refine ((hn s).hasDerivAt.inner ℝ (hX s)).congr_deriv ?_
    rw [real_inner_smul_right, real_inner_self_eq_norm_sq, hu]
    ring
  exact is_const_of_deriv_eq_zero (fun s => (h s).differentiableAt) (fun s => (h s).deriv) t 0

/-- For a differentiable curve of unit vectors `n`, two transported vectors that start orthogonal to
`n` remain orthogonal to `n`, and their scalar product is constant. -/
theorem transport_preserves_inner {n X Y : ℝ → E} (hn : Differentiable ℝ n)
    (hu : ∀ t, ‖n t‖ = 1) (hX : Transported n X) (hY : Transported n Y)
    (hX0 : inner ℝ (n 0) (X 0) = 0) (hY0 : inner ℝ (n 0) (Y 0) = 0) :
    (∀ t, inner ℝ (n t) (X t) = 0) ∧ (∀ t, inner ℝ (n t) (Y t) = 0) ∧
      ∀ t, inner ℝ (X t) (Y t) = inner ℝ (X 0) (Y 0) := by
  have tX : ∀ t, inner ℝ (n t) (X t) = 0 := fun t =>
    (normal_component_constant hn hu hX t).trans hX0
  have tY : ∀ t, inner ℝ (n t) (Y t) = 0 := fun t =>
    (normal_component_constant hn hu hY t).trans hY0
  -- both changes point along `n`, where the other vector has no component
  have h : ∀ s, HasDerivAt (fun r => inner ℝ (X r) (Y r)) 0 s := fun s => by
    refine ((hX s).inner ℝ (hY s)).congr_deriv ?_
    rw [real_inner_smul_right, real_inner_smul_left, real_inner_comm (n s) (X s), tX, tY]
    ring
  exact ⟨tX, tY, fun t =>
    is_const_of_deriv_eq_zero (fun s => (h s).differentiableAt) (fun s => (h s).deriv) t 0⟩

/-- For a differentiable curve of unit vectors `n`, a family of transported vectors that starts as
an orthonormal set of vectors orthogonal to `n` is orthonormal at all times. -/
theorem transported_frame_orthonormal {ι : Type*} {n : ℝ → E} {X : ι → ℝ → E}
    (hn : Differentiable ℝ n) (hu : ∀ t, ‖n t‖ = 1) (hX : ∀ i, Transported n (X i))
    (h0 : ∀ i, inner ℝ (n 0) (X i 0) = 0) (ho : Orthonormal ℝ (fun i => X i 0)) (t : ℝ) :
    Orthonormal ℝ (fun i => X i t) := by
  classical
  rw [orthonormal_iff_ite] at ho ⊢
  intro i j
  exact ((transport_preserves_inner hn hu (hX i) (hX j) (h0 i) (h0 j)).2.2 t).trans (ho i j)

/-- For a differentiable curve of unit vectors `n`, two transported vectors that agree at time zero
agree at all times. -/
theorem transport_unique {n X Y : ℝ → E} (hn : Differentiable ℝ n)
    (hu : ∀ t, ‖n t‖ = 1) (hX : Transported n X) (hY : Transported n Y)
    (h0 : X 0 = Y 0) (t : ℝ) : X t = Y t := by
  -- the difference is transported and starts at zero
  have hD : Transported n (fun s => X s - Y s) := fun s => by
    refine ((hX s).fun_sub (hY s)).congr_deriv ?_
    rw [inner_sub_right]
    module
  have hz : inner ℝ (n 0) (X 0 - Y 0) = 0 := by rw [h0, sub_self, inner_zero_right]
  have h := (transport_preserves_inner hn hu hD hD hz hz).2.2 t
  simp only [h0, sub_self, inner_zero_right] at h
  exact sub_eq_zero.mp (inner_self_eq_zero.mp h)

/-- For a differentiable curve of unit vectors `n`, a vector that stays orthogonal to `n` and
changes only in the direction of `n` obeys the transport law. -/
theorem transported_of_tangent {n X : ℝ → E} {c : ℝ → ℝ} (hn : Differentiable ℝ n)
    (hu : ∀ t, ‖n t‖ = 1) (hT : ∀ t, inner ℝ (n t) (X t) = 0)
    (hX : ∀ t, HasDerivAt X (c t • n t) t) : Transported n X := by
  intro t
  have h := (hn t).hasDerivAt.inner ℝ (hX t)
  have hc : (fun s => inner ℝ (n s) (X s)) = fun _ => (0 : ℝ) := funext hT
  rw [hc, real_inner_smul_right, real_inner_self_eq_norm_sq, hu] at h
  have h' := h.unique (hasDerivAt_const t (0 : ℝ))
  exact (hX t).congr_deriv (by congr 1; linarith)

/-- The unit vector at colatitude `θ` and longitude `t`, for axes `e 0`, `e 1`, `e 2`. -/
def normal (e : Fin 3 → E) (θ t : ℝ) : E :=
  (sin θ * cos t) • e 0 + (sin θ * sin t) • e 1 + cos θ • e 2

/-- The direction pointing south at colatitude `θ` and longitude `t`. -/
def south (e : Fin 3 → E) (θ t : ℝ) : E :=
  (cos θ * cos t) • e 0 + (cos θ * sin t) • e 1 + (-sin θ) • e 2

/-- The direction pointing east at longitude `t`. -/
def east (e : Fin 3 → E) (t : ℝ) : E := (-sin t) • e 0 + cos t • e 1

/-- A tangent vector turning at the rate `cos θ` relative to the south and east directions. -/
def latitudeVector (e : Fin 3 → E) (θ t : ℝ) : E :=
  cos (cos θ * t) • south e θ t - sin (cos θ * t) • east e t

/-- Scalar products among the normal, south and east directions. -/
theorem latitude_frame {e : Fin 3 → E} (he : Orthonormal ℝ e) (θ t : ℝ) :
    ‖normal e θ t‖ = 1 ∧ inner ℝ (normal e θ t) (south e θ t) = 0 ∧
      inner ℝ (east e t) (normal e θ t) = 0 ∧ inner ℝ (east e t) (south e θ t) = 0 ∧
      inner ℝ (east e t) (east e t) = 1 := by
  have hs : ∀ i, inner ℝ (e i) (e i) = 1 := fun i => by
    rw [real_inner_self_eq_norm_sq, he.1, one_pow]
  have h01 : inner ℝ (e 0) (e 1) = 0 := he.2 (by decide)
  have h02 : inner ℝ (e 0) (e 2) = 0 := he.2 (by decide)
  have h12 : inner ℝ (e 1) (e 2) = 0 := he.2 (by decide)
  have h10 : inner ℝ (e 1) (e 0) = 0 := he.2 (by decide)
  have h20 : inner ℝ (e 2) (e 0) = 0 := he.2 (by decide)
  have h21 : inner ℝ (e 2) (e 1) = 0 := he.2 (by decide)
  have p := sin_sq_add_cos_sq t
  have q := sin_sq_add_cos_sq θ
  refine ⟨(pow_eq_one_iff_of_nonneg (norm_nonneg _) two_ne_zero).1 ?_, ?_, ?_, ?_, ?_⟩
  · rw [← real_inner_self_eq_norm_sq]
    simp only [normal, inner_add_left, inner_add_right, real_inner_smul_left,
      real_inner_smul_right, hs, h01, h02, h12, h10, h20, h21]
    linear_combination sin θ ^ 2 * p + q
  all_goals simp only [normal, south, east, inner_add_left, inner_add_right,
    real_inner_smul_left, real_inner_smul_right, hs, h01, h02, h12, h10, h20, h21]
  · linear_combination sin θ * cos θ * p
  · ring
  · ring
  · linear_combination p

/-- Rates of change of the normal, south and east directions along a circle of latitude. -/
theorem latitude_frame_deriv (e : Fin 3 → E) (θ t : ℝ) :
    HasDerivAt (normal e θ) (sin θ • east e t) t ∧
      HasDerivAt (south e θ) (cos θ • east e t) t ∧
      HasDerivAt (east e) (-(sin θ • normal e θ t + cos θ • south e θ t)) t := by
  have key : ∀ (a : ℝ) (v : E), HasDerivAt
      (fun s => (a * cos s) • e 0 + (a * sin s) • e 1 + v) (a • east e t) t := fun a v => by
    refine (((((hasDerivAt_cos t).const_mul a).smul_const (e 0)).fun_add
      (((hasDerivAt_sin t).const_mul a).smul_const (e 1))).fun_add
      (hasDerivAt_const t v)).congr_deriv ?_
    simp only [east]
    module
  refine ⟨key _ _, key _ _, ?_⟩
  refine (((hasDerivAt_sin t).fun_neg.smul_const (e 0)).fun_add
    ((hasDerivAt_cos t).smul_const (e 1))).congr_deriv ?_
  simp only [normal, south]
  linear_combination (norm := module)
    (sin_sq_add_cos_sq θ) • (cos t • e 0 + sin t • e 1)

/-- On a circle of latitude, `latitudeVector` obeys the transport law and starts orthogonal
to the normal. -/
theorem latitude_witness {e : Fin 3 → E} (he : Orthonormal ℝ e) (θ : ℝ) :
    Transported (normal e θ) (latitudeVector e θ) ∧
      inner ℝ (normal e θ 0) (latitudeVector e θ 0) = 0 := by
  refine ⟨fun t => ?_, ?_⟩
  · obtain ⟨dn, ds, de⟩ := latitude_frame_deriv e θ t
    obtain ⟨-, -, -, hes, hee⟩ := latitude_frame he θ t
    have hl : HasDerivAt (fun s : ℝ => cos θ * s) (cos θ) t :=
      ((hasDerivAt_id' t).const_mul (cos θ)).congr_deriv (mul_one _)
    have hi : inner ℝ (deriv (normal e θ) t) (latitudeVector e θ t)
        = -(sin θ * sin (cos θ * t)) := by
      rw [dn.deriv, latitudeVector, real_inner_smul_left, inner_sub_right,
        real_inner_smul_right, real_inner_smul_right, hes, hee]
      ring
    refine ((hl.cos.smul ds).fun_sub (hl.sin.smul de)).congr_deriv ?_
    rw [hi]
    module
  · simpa [latitudeVector] using (latitude_frame he θ 0).2.1

/-- After one circuit at colatitude `θ`, a transported vector that started out pointing south
is turned by the angle `2π cos θ` in the plane of the south and east directions. -/
theorem latitude_holonomy {e : Fin 3 → E} (he : Orthonormal ℝ e) (θ : ℝ) {X : ℝ → E}
    (hX : Transported (normal e θ) X) (h0 : X 0 = south e θ 0) :
    X (2 * π) = cos (2 * π * cos θ) • south e θ 0 - sin (2 * π * cos θ) • east e 0 := by
  have h := transport_unique (fun t => (latitude_frame_deriv e θ t).1.differentiableAt)
    (fun t => (latitude_frame he θ t).1) hX (latitude_witness he θ).1
    (by simp [h0, latitudeVector]) (2 * π)
  rw [h, latitudeVector, mul_comm (cos θ)]
  simp only [south, east, cos_two_pi, sin_two_pi, cos_zero, sin_zero]

/-- Along the equator, the normal minus `t` times the east direction obeys the transport law and has
squared length `1 + t²`. -/
theorem equator_length_grows {e : Fin 3 → E} (he : Orthonormal ℝ e) :
    Transported (normal e (π / 2)) (fun t => normal e (π / 2) t - t • east e t) ∧
      ∀ t : ℝ, ‖normal e (π / 2) t - t • east e t‖ ^ 2 = 1 + t ^ 2 := by
  refine ⟨fun t => ?_, fun t => ?_⟩
  · obtain ⟨dn, -, de⟩ := latitude_frame_deriv e (π / 2) t
    obtain ⟨-, -, hen, -, hee⟩ := latitude_frame he (π / 2) t
    rw [sin_pi_div_two, one_smul] at dn
    rw [sin_pi_div_two, cos_pi_div_two, one_smul, zero_smul, add_zero] at de
    refine (dn.fun_sub ((hasDerivAt_id' t).smul de)).congr_deriv ?_
    rw [dn.deriv, inner_sub_right, real_inner_smul_right, hen, hee]
    module
  · obtain ⟨hnn, -, hen, -, hee⟩ := latitude_frame he (π / 2) t
    rw [← real_inner_self_eq_norm_sq]
    simp only [inner_sub_left, inner_sub_right, real_inner_smul_left, real_inner_smul_right]
    rw [real_inner_comm (east e t) (normal e (π / 2) t), hen, hee,
      real_inner_self_eq_norm_sq, hnn]
    ring

end

end TangentVectorTransport
```

```lean
#print axioms TangentVectorTransport.transport_preserves_inner
#print axioms TangentVectorTransport.transported_of_tangent
#print axioms TangentVectorTransport.latitude_holonomy
#print axioms TangentVectorTransport.equator_length_grows
```

```
'TangentVectorTransport.transport_preserves_inner' depends on axioms: [propext, Classical.choice, Quot.sound]
'TangentVectorTransport.transported_of_tangent' depends on axioms: [propext, Classical.choice, Quot.sound]
'TangentVectorTransport.latitude_holonomy' depends on axioms: [propext, Classical.choice, Quot.sound]
'TangentVectorTransport.equator_length_grows' depends on axioms: [propext, Classical.choice, Quot.sound]
```

## How the proof follows the calculation

**Conservation.** `normal_component_constant` applies the product rule for scalar products, and `congr_deriv` replaces the resulting derivative by zero once the unit norm has been inserted. `is_const_of_deriv_eq_zero` turns the vanishing derivative into constancy. `transport_preserves_inner` first uses this lemma for `X` and `Y`, which gives the tangency statements `tX` and `tY`. It then differentiates \(X\cdot Y\), and these two statements remove both terms.

**Frames and uniqueness.** `transported_frame_orthonormal` writes orthonormality as a table of scalar products, one or zero, and applies the main theorem to each pair. `transport_unique` shows that the difference of two solutions is transported, with `module` collecting the multiples of \(n\). It then applies the main theorem to the difference paired with itself.

**The converse.** In `transported_of_tangent`, the function \(n\cdot X\) has one derivative from the product rule and another, zero, because it vanishes identically. Derivatives are unique, so the two are equal, and `linarith` solves for \(c\).

**The circle of latitude.** `latitude_frame` expands the scalar products in the axes and reduces them with \(\sin^2+\cos^2=1\). `latitude_frame_deriv` obtains \(n'\) and \(s'\) from a single computation, `key`, since both vectors have the form \(a(\cos t,\sin t,0)\) plus a constant, with \(a=\sin\theta\) or \(a=\cos\theta\). `latitude_witness` computes \(n'\cdot V\) as `hi` and checks the transport law for \(V\). `latitude_holonomy` identifies any solution starting at \(s(0)\) with \(V\) by uniqueness, and evaluates it at \(t=2\pi\).

**The counter-example.** `equator_length_grows` specialises the frame derivatives to \(\theta=\pi/2\), verifies the law for \(n-t\,e\), and expands its squared norm to \(1+t^2\).
